# Reweighting from exp(−2bx²) to exp(−2ax²): the weight has a finite second moment exactly when a > b/2

## Trial function, weight and average

The configuration x = (x₁, …, x_N) has N real coordinates, and r² = Σᵢ xᵢ². The Gaussian trial function with exponent a is

ψ_a(x) = ∏ᵢ exp(−a xᵢ²) = exp(−a r²).

Samples come from the normalised square of ψ_b, with b > 0. The coordinates are then independent, each with density proportional to exp(−2b xᵢ²) and variance 1/(4b). The weight that carries these samples to exponent a is

w(x) = ψ_a(x)² / ψ_b(x)² = exp(−2(a − b) r²).

The average E of a function f over the sampling density is

E f = ∫ f ψ_b² dx / ∫ ψ_b² dx.

The weight is left unnormalised, so E w is generally not 1. The efficiency (E w)²/E(w²) does not change when w is multiplied by a non-zero constant.

In the Lean file, a configuration is a function `Fin N → ℝ`, and ψ_a, w, E and the efficiency are `trial a`, `weight a b`, `average b` and `efficiency N a b`.

## The threshold and the efficiency

For N ≥ 1 and b > 0, E(w²) is finite if and only if a > b/2. In that case

(E w)² / E(w²) = (1 − (1 − b/a)²)^(N/2).

The threshold a = b/2 is the point where the target density has twice the variance of the sampling density in each coordinate.

## Where a variational Monte Carlo code meets this ratio

Correlated sampling during wave function optimization draws configurations at one parameter value and estimates averages at another from Σ w f / Σ w. A common diagnostic is the effective number of samples, (Σ w)²/Σ w². For M independent samples above the threshold, this number divided by M approaches the efficiency as M grows. In this model of non-interacting coordinates with one shared parameter, the formula therefore predicts, before any sampling is done, the fraction of effective samples that remains after a parameter step.

At or below the threshold the diagnostic can mislead, because Σ w² is finite in every finite run even when E(w²) is infinite.

## Two Gaussian integrals and their quotient

Multiplying Gaussians adds their exponents, so

w ψ_b² = exp(−2a r²),

w² ψ_b² = exp(−4(a − b) r² − 2b r²) = exp(−2(2a − b) r²).

For c > 0 the N-dimensional integral factorises into N equal one-dimensional ones:

∫ exp(−c r²) dx = (π/c)^(N/2).

For c ≤ 0 the integrand is at least 1 everywhere, and for N ≥ 1 the space has infinite volume, so the integral diverges. With c = 2(2a − b), the second moment is finite exactly when a > b/2.

Assume now that a > b/2, which also makes a positive. Dividing by the norm (π/(2b))^(N/2) gives

E w = (b/a)^(N/2),

E(w²) = (b/(2a − b))^(N/2).

The quotient is

(E w)² / E(w²) = ((b/a)² (2a − b)/b)^(N/2) = (2b/a − (b/a)²)^(N/2) = (1 − (1 − b/a)²)^(N/2).

Since 0 < b/a < 2, the base lies in (0, 1], and it equals 1 only for a = b. Two limits follow. At fixed a ≠ b above the threshold, the efficiency tends to zero as N grows. At fixed N ≥ 1, it tends to zero as a approaches b/2 from above, because the base tends to 1 − (1 − 2)² = 0.

## A step from b = 1 to a = 2/3

Here b/a = 3/2 and 2a − b = 1/3. The moments are E w = (3/2)^(N/2) and E(w²) = 3^(N/2), so the efficiency is

((9/4)/3)^(N/2) = (3/4)^(N/2).

For N = 2 this is 0.75. For N = 20 it is (3/4)¹⁰ ≈ 0.056, and for N = 60 it is (3/4)³⁰ ≈ 0.00018. A step that costs a quarter of the samples with two coordinates leaves almost nothing with sixty. At a = 1/2 the product w² ψ_b² is the constant 1, and the second moment is infinite for every N ≥ 1.

## The Lean proof, from exponents to limits

`trial_mul` and `trial_sq` are the exponent rules. `reweighted_density` gives the two products w ψ_b² and w² ψ_b². The first follows by cancelling the denominator of the weight; for the second, both sides are multiplied by the non-zero factor ψ_b² and compared.

`gaussian_integral` factorises the integral with `integral_fintype_prod_volume_eq_prod` and evaluates each factor with `integral_gaussian`. `integrable_trial_iff` adds the divergent case: if c ≤ 0 and the Gaussian were integrable, the constant 1 would be integrable too, contradicting the infinite volume.

`weight_moments` obtains both moments from one quotient of Gaussian integrals, called `key`. `efficiency_eq` does the algebra in b/a and states the result as the N-th power of a square root. `reweighting_threshold` combines the integrability criterion with this formula and rewrites the power with the real exponent `(N : ℝ) / 2`.

For growing N, `efficiency_tendsto_many_coordinates` uses that powers of a number in [0, 1) tend to zero. For a approaching b/2, `efficiency_tendsto_threshold` uses continuity of the closed formula at b/2 and its agreement with the efficiency to the right of that point.

```lean
import Mathlib

open MeasureTheory Filter Topology

namespace CorrelatedSampling

noncomputable section

/-- The Gaussian trial function of `N` coordinates with exponent `a`, a product of
one-coordinate factors `exp (-a x²)`. -/
def trial {N : ℕ} (a : ℝ) (x : Fin N → ℝ) : ℝ := ∏ i, Real.exp (-a * x i ^ 2)

/-- The weight that carries samples of the squared trial function with exponent `b`
over to exponent `a`. -/
def weight {N : ℕ} (a b : ℝ) (x : Fin N → ℝ) : ℝ := trial a x ^ 2 / trial b x ^ 2

/-- The average of `f` over the normalised square of the trial function with exponent `b`,
for `b > 0` and `f` integrable against that density. -/
def average {N : ℕ} (b : ℝ) (f : (Fin N → ℝ) → ℝ) : ℝ :=
  (∫ x, f x * trial b x ^ 2) / ∫ x : Fin N → ℝ, trial b x ^ 2

/-- The sampling efficiency `(E w)² / E (w²)` of the weights, for `b > 0` and `a > b/2`. -/
def efficiency (N : ℕ) (a b : ℝ) : ℝ :=
  (average b (fun x : Fin N → ℝ => weight a b x)) ^ 2 /
    average b (fun x : Fin N → ℝ => weight a b x ^ 2)

/-- Multiplying two Gaussian trial functions adds their exponents. -/
theorem trial_mul {N : ℕ} (a b : ℝ) (x : Fin N → ℝ) :
    trial a x * trial b x = trial (a + b) x := by
  unfold trial
  rw [← Finset.prod_mul_distrib]
  refine Finset.prod_congr rfl fun i _ => ?_
  rw [← Real.exp_add]
  congr 1
  ring

/-- Squaring a Gaussian trial function doubles its exponent. -/
theorem trial_sq {N : ℕ} (a : ℝ) (x : Fin N → ℝ) :
    trial a x ^ 2 = trial (2 * a) x := by
  rw [sq, trial_mul, two_mul]

/-- Against the sampling density, the weight gives a Gaussian of exponent `2a`, and the
squared weight gives one of exponent `2(2a - b)`. -/
theorem reweighted_density {N : ℕ} (a b : ℝ) (x : Fin N → ℝ) :
    weight a b x * trial b x ^ 2 = trial (2 * a) x ∧
      weight a b x ^ 2 * trial b x ^ 2 = trial (2 * (2 * a - b)) x := by
  have hpos : 0 < trial b x := Finset.prod_pos fun i _ => Real.exp_pos _
  have ht : trial b x ^ 2 ≠ 0 := pow_ne_zero 2 hpos.ne'
  have h1 : weight a b x * trial b x ^ 2 = trial (2 * a) x := by
    rw [weight, div_mul_cancel₀ _ ht, trial_sq]
  have h2 : trial (2 * (2 * a - b)) x * trial (2 * b) x
      = trial (2 * a) x * trial (2 * a) x := by
    rw [trial_mul, trial_mul]
    congr 1
    ring
  rw [← trial_sq b x] at h2
  refine ⟨h1, mul_right_cancel₀ ht ?_⟩
  linear_combination (weight a b x * trial b x ^ 2 + trial (2 * a) x) * h1 - h2

/-- A Gaussian of positive exponent `c` in `N` coordinates is integrable, with integral
`(π/c)^(N/2)`. -/
theorem gaussian_integral (N : ℕ) {c : ℝ} (hc : 0 < c) :
    Integrable (fun x : Fin N → ℝ => trial c x) ∧
      ∫ x : Fin N → ℝ, trial c x = √(Real.pi / c) ^ N := by
  have hI : ∫ x : Fin N → ℝ, trial c x = √(Real.pi / c) ^ N := by
    simp only [trial]
    exact (integral_fintype_prod_volume_eq_prod
      (f := fun (_ : Fin N) (t : ℝ) => Real.exp (-c * t ^ 2))).trans
      (by simp only [integral_gaussian, Finset.prod_const, Finset.card_univ, Fintype.card_fin])
  have hp : 0 < √(Real.pi / c) ^ N := by positivity
  refine ⟨?_, hI⟩
  -- a function with non-zero integral is integrable
  by_contra h
  rw [integral_undef h] at hI
  exact hp.ne hI

/-- In at least one dimension a Gaussian is integrable exactly when its exponent is positive. -/
theorem integrable_trial_iff {N : ℕ} (hN : 1 ≤ N) (c : ℝ) :
    Integrable (fun x : Fin N → ℝ => trial c x) ↔ 0 < c := by
  refine ⟨fun h => ?_, fun hc => (gaussian_integral N hc).1⟩
  by_contra hc
  have hc' : 0 ≤ -c := by linarith [not_lt.mp hc]
  -- otherwise the integrand is at least one everywhere
  have h1 : Integrable (fun _ : Fin N → ℝ => (1 : ℝ)) := by
    refine h.mono' aestronglyMeasurable_const (ae_of_all _ fun x => ?_)
    calc ‖(1 : ℝ)‖ = ∏ _i : Fin N, (1 : ℝ) := by simp
      _ ≤ trial c x := Finset.prod_le_prod (fun _ _ => zero_le_one)
          (fun i _ => Real.one_le_exp (mul_nonneg hc' (sq_nonneg (x i))))
  have hv : volume (Set.univ : Set (Fin N → ℝ)) = ⊤ := by
    rw [volume_pi, Measure.pi_univ]
    simp only [Real.volume_univ, Finset.prod_const, Finset.card_univ, Fintype.card_fin]
    exact ENNReal.top_pow (by omega)
  rcases integrable_const_iff.mp h1 with h0 | hfin
  · exact one_ne_zero h0
  · have := hfin
    exact measure_ne_top volume Set.univ hv

/-- For `a, b > 0` the mean weight is `(b/a)^(N/2)`; if also `a > b/2`, the mean squared
weight is `(b/(2a - b))^(N/2)`. -/
theorem weight_moments (N : ℕ) {a b : ℝ} (ha : 0 < a) (hb : 0 < b) :
    average b (fun x : Fin N → ℝ => weight a b x) = √(b / a) ^ N ∧
      (b / 2 < a → average b (fun x : Fin N → ℝ => weight a b x ^ 2)
        = √(b / (2 * a - b)) ^ N) := by
  have key : ∀ c : ℝ, 0 < c → (∫ x : Fin N → ℝ, trial (2 * c) x) /
      (∫ x : Fin N → ℝ, trial (2 * b) x) = √(b / c) ^ N := by
    intro c hc
    have h2c : 0 < 2 * c := by linarith
    have h2b : 0 < 2 * b := by linarith
    rw [(gaussian_integral N h2c).2, (gaussian_integral N h2b).2, ← div_pow,
      ← Real.sqrt_div (show 0 ≤ Real.pi / (2 * c) by positivity),
      show Real.pi / (2 * c) / (Real.pi / (2 * b)) = b / c by field_simp]
  constructor
  · simp only [average, reweighted_density]
    simp only [trial_sq]
    exact key a ha
  · intro hab
    simp only [average, reweighted_density]
    simp only [trial_sq]
    exact key (2 * a - b) (by linarith)

/-- For `b > 0` and `a > b/2` the efficiency is the `N`-th power of its one-coordinate
value `√(1 - (1 - b/a)²)`. -/
theorem efficiency_eq (N : ℕ) {a b : ℝ} (hb : 0 < b) (hab : b / 2 < a) :
    efficiency N a b = √(1 - (1 - b / a) ^ 2) ^ N := by
  have ha : 0 < a := by linarith
  have hd : 0 < 2 * a - b := by linarith
  have hba : 0 ≤ b / a := by positivity
  have e : (√(b / a) ^ N) ^ 2 = (b / a) ^ N := by
    rw [← pow_mul, mul_comm, pow_mul, Real.sq_sqrt hba]
  have hX : 1 - (1 - b / a) ^ 2 = (b / a) ^ 2 / (b / (2 * a - b)) := by
    have hd' := hd.ne'
    field_simp
    ring
  unfold efficiency
  rw [(weight_moments N ha hb).1, (weight_moments N ha hb).2 hab, e, ← div_pow, hX,
    Real.sqrt_div (sq_nonneg (b / a)), Real.sqrt_sq hba]

/-- For `N ≥ 1` and `b > 0`, the weight has a finite second moment if and only if `a > b/2`,
and then `(E w)² / E (w²) = (1 - (1 - b/a)²)^(N/2)`. -/
theorem reweighting_threshold {N : ℕ} (hN : 1 ≤ N) {a b : ℝ} (hb : 0 < b) :
    (Integrable (fun x : Fin N → ℝ => weight a b x ^ 2 * trial b x ^ 2) ↔ b / 2 < a) ∧
      (b / 2 < a → efficiency N a b = (1 - (1 - b / a) ^ 2) ^ ((N : ℝ) / 2)) := by
  constructor
  · simp only [reweighted_density]
    rw [integrable_trial_iff hN]
    constructor <;> intro h <;> linarith
  · intro hab
    have hr : ∀ y : ℝ, 0 ≤ y → y ^ ((N : ℝ) / 2) = √y ^ N := by
      intro y hy
      rw [Real.sqrt_eq_rpow, ← Real.rpow_natCast, ← Real.rpow_mul hy]
      congr 1
      ring
    have ha : 0 < a := by linarith
    have h2 : b / a < 2 := by
      rw [div_lt_iff₀ ha]
      linarith
    have h0 : 0 < b / a := div_pos hb ha
    rw [efficiency_eq N hb hab, hr _ (by nlinarith)]

/-- For fixed exponents `b > 0` and `a > b/2` with `a ≠ b`, the efficiency tends to zero as
the number of coordinates grows. -/
theorem efficiency_tendsto_many_coordinates {a b : ℝ} (hb : 0 < b) (hab : b / 2 < a)
    (hne : a ≠ b) : Tendsto (fun N : ℕ => efficiency N a b) atTop (𝓝 0) := by
  have ha : a ≠ 0 := (show 0 < a by linarith).ne'
  have h1 : 1 - b / a ≠ 0 := by
    intro h
    have h' : b / a = 1 := by linarith
    rw [div_eq_iff ha, one_mul] at h'
    exact hne h'.symm
  have h2 : 0 < (1 - b / a) ^ 2 := lt_of_le_of_ne (sq_nonneg _) (pow_ne_zero 2 h1).symm
  have h3 : √(1 - (1 - b / a) ^ 2) < 1 := by
    rw [Real.sqrt_lt' one_pos]
    linarith
  simp only [efficiency_eq _ hb hab]
  exact tendsto_pow_atTop_nhds_zero_of_lt_one (Real.sqrt_nonneg _) h3

/-- For `N ≥ 1` and `b > 0`, the efficiency tends to zero as the exponent `a` approaches
`b/2` from above. -/
theorem efficiency_tendsto_threshold {N : ℕ} (hN : 1 ≤ N) {b : ℝ} (hb : 0 < b) :
    Tendsto (fun a : ℝ => efficiency N a b) (𝓝[>] (b / 2)) (𝓝 0) := by
  have hdiv : ContinuousAt (fun a : ℝ => b / a) (b / 2) :=
    continuousAt_const.div continuousAt_id (half_pos hb).ne'
  have hc : ContinuousAt (fun a : ℝ => √(1 - (1 - b / a) ^ 2) ^ N) (b / 2) :=
    ((continuousAt_const.sub ((continuousAt_const.sub hdiv).pow 2)).sqrt).pow N
  -- the closed formula vanishes at the threshold
  have h0 : √(1 - (1 - b / (b / 2)) ^ 2) ^ N = 0 := by
    have h2 : b / (b / 2) = 2 := by field_simp
    rw [h2, show (1 : ℝ) - (1 - 2) ^ 2 = 0 by norm_num, Real.sqrt_zero]
    exact zero_pow (by omega)
  have ht : Tendsto (fun a : ℝ => √(1 - (1 - b / a) ^ 2) ^ N) (𝓝 (b / 2)) (𝓝 0) := by
    simpa only [h0] using hc.tendsto
  refine (ht.mono_left nhdsWithin_le_nhds).congr' ?_
  filter_upwards [self_mem_nhdsWithin] with a ha
  exact (efficiency_eq N hb ha).symm

end

end CorrelatedSampling
```

```lean
#print axioms CorrelatedSampling.reweighting_threshold
#print axioms CorrelatedSampling.efficiency_tendsto_many_coordinates
#print axioms CorrelatedSampling.efficiency_tendsto_threshold
```

```
'CorrelatedSampling.reweighting_threshold' depends on axioms: [propext, Classical.choice, Quot.sound]
'CorrelatedSampling.efficiency_tendsto_many_coordinates' depends on axioms: [propext, Classical.choice, Quot.sound]
'CorrelatedSampling.efficiency_tendsto_threshold' depends on axioms: [propext, Classical.choice, Quot.sound]
```

## What the theorems say about a real run

The first half of `reweighting_threshold` says that w² ψ_b² is Lebesgue integrable on ℝ^N if and only if a > b/2. The density is unnormalised there, which makes no difference to finiteness because its norm is finite and positive for b > 0. No sign is assumed for a. Lean gives a non-integrable function the integral 0, so finiteness is stated through `Integrable` and not through the value of an integral.

The second half gives the efficiency under the condition a > b/2, and a code that evaluates the formula should test this condition first. For b = 1, a = 1/4 and N = 2 the expression equals 1 − (1 − 4)² = −8, which cannot be an efficiency. For N = 4 it equals 64, which is equally impossible but has the right sign.

The condition N ≥ 1 excludes only N = 0, where the equivalence fails. Configuration space is then a single point and w = 1, so the second moment is finite even for b = 1 and a = 0, although a > b/2 is false.

All averages are integrals over the exact sampling density. The file contains no random samples, so the link to the measured ratio (Σ w)²/(M Σ w²) of M independent samples rests on the law of large numbers. Autocorrelation along a Markov chain and the fluctuations of a finite sample do not enter.

The second moment is that of the weight alone; the statistical error of a reweighted energy also depends on the local energy. For 0 < a ≤ b/2 the mean weight is still finite, by the first part of `weight_moments`, so it is the second moment that fails there and not the mean.

The trial function has one exponent for all coordinates, with no nodes and no correlation between particles. For other wave functions, both the threshold and the efficiency have to be worked out from their own densities.
